# With biorthogonal projectors, a smooth partial wave solves the PAW equation at its all-electron energy exactly when its residual lies in their span

Projectors can be biorthogonal to the smooth partial waves and still spoil the reference atom. If their span misses the residual left by the smooth Hamiltonian, the smooth partial wave does not solve the PAW eigenvalue equation at the energy of its all-electron partner. For a fixed reference atom with finitely many channels, the span condition is therefore a test of a PAW dataset.

## The residual and its expansion in projectors

Let $\phi_j$ be all-electron partial waves, $\tilde\phi_j$ their smooth partners and $p_i$ projectors with $\langle p_i,\tilde\phi_j\rangle=\delta_{ij}$. Let $h$ and $\tilde h$ be the all-electron and smooth one-electron Hamiltonians, with $h\phi_j=e_j\phi_j$. Define

$$D_{ij}=\langle\phi_i,h\phi_j\rangle-\langle\tilde\phi_i,\tilde h\tilde\phi_j\rangle,\qquad q_{ij}=\langle\phi_i,\phi_j\rangle-\langle\tilde\phi_i,\tilde\phi_j\rangle,$$

$$\tilde H=\tilde h+\sum_{ik}|p_i\rangle D_{ik}\langle p_k|,\qquad S=1+\sum_{ik}|p_i\rangle q_{ik}\langle p_k|,$$

and the residual $r_j=(\tilde h-e_j)\tilde\phi_j$. By biorthogonality, only $k=j$ survives when the nonlocal terms act on $\tilde\phi_j$:

$$(\tilde H-e_jS)\tilde\phi_j=r_j+\sum_i(D_{ij}-e_jq_{ij})\,p_i .$$

Since $\langle\phi_i,h\phi_j\rangle=e_j\langle\phi_i,\phi_j\rangle$, the all-electron terms cancel:

$$D_{ij}-e_jq_{ij}=-\langle\tilde\phi_i,\tilde h\tilde\phi_j\rangle+e_j\langle\tilde\phi_i,\tilde\phi_j\rangle=-\langle\tilde\phi_i,r_j\rangle .$$

The equation thus holds exactly when $r_j=\sum_i\langle\tilde\phi_i,r_j\rangle p_i$. This puts $r_j$ in the span. Conversely, if $r_j=\sum_k c_kp_k$, then $\langle\tilde\phi_i,r_j\rangle=c_i$, and the expansion is recovered.

Now let $B_{ij}=\langle\tilde\phi_i,r_j\rangle$ be invertible. If every channel satisfies its equation, $r_j=\sum_iB_{ij}p_i$, so

$$\sum_j(B^{-1})_{jk}r_j=\sum_i(BB^{-1})_{ik}p_i=p_k .$$

Conversely, projectors defined by the left-hand side satisfy $\langle\tilde\phi_j,p_k\rangle=(BB^{-1})_{jk}=\delta_{jk}$ and $\sum_kB_{kj}p_k=\sum_l(B^{-1}B)_{lj}r_l=r_j$, so every equation holds.

## Operators and partial waves in Lean

The channels form a finite type `ι`, and the states live in a complex inner-product space `E` of any dimension.

```lean
import Mathlib

open scoped InnerProductSpace

namespace PAWProjectorEquation

noncomputable section

variable {ι E : Type*} [Fintype ι] [DecidableEq ι]
  [NormedAddCommGroup E] [InnerProductSpace ℂ E]
```

Lean's inner product is linear in its second argument, so the dyad $|a\rangle\langle b|$ is a linear map.

```lean
/-- The dyad `|a⟩⟨b|`. -/
def dyad (a b : E) : E →ₗ[ℂ] E where
  toFun x := ⟪b, x⟫_ℂ • a
  map_add' x y := by rw [inner_add_right, add_smul]
  map_smul' c x := by simp [mul_smul]

theorem dyad_apply (a b x : E) : dyad a b x = ⟪b, x⟫_ℂ • a := rfl

/-- The nonlocal operator `p A p†`, that is `∑ i j, |p i⟩ A i j ⟨p j|`. -/
def nonlocalOp (p : ι → E) (A : Matrix ι ι ℂ) : E →ₗ[ℂ] E :=
  ∑ i, ∑ j, A i j • dyad (p i) (p j)
```

Biorthogonality is a condition on the two families; neither needs to be orthonormal.

```lean
/-- Projectors and smooth partial waves are biorthogonal: `⟨p i, φt j⟩ = δ i j`. -/
def Biorthogonal (p φt : ι → E) : Prop :=
  ∀ i j, ⟪p i, φt j⟫_ℂ = if i = j then 1 else 0
```

The matrices $D$ and $q$ are computed from the partial waves and, for $D$, the two Hamiltonians; they are not chosen freely.

```lean
/-- The strengths `D i j = ⟨φ i, h φ j⟩ - ⟨φt i, ht φt j⟩`. -/
def strength (h ht : E →ₗ[ℂ] E) (φ φt : ι → E) : Matrix ι ι ℂ :=
  Matrix.of fun i j => ⟪φ i, h (φ j)⟫_ℂ - ⟪φt i, ht (φt j)⟫_ℂ

/-- The overlap differences `q i j = ⟨φ i, φ j⟩ - ⟨φt i, φt j⟩`. -/
def overlapDiff (φ φt : ι → E) : Matrix ι ι ℂ :=
  Matrix.of fun i j => ⟪φ i, φ j⟫_ℂ - ⟪φt i, φt j⟫_ℂ

/-- The PAW Hamiltonian `ht + p D p†`. -/
def pawH (h ht : E →ₗ[ℂ] E) (φ φt p : ι → E) : E →ₗ[ℂ] E :=
  ht + nonlocalOp p (strength h ht φ φt)

/-- The PAW overlap operator `1 + p q p†`. -/
def pawS (φ φt p : ι → E) : E →ₗ[ℂ] E :=
  LinearMap.id + nonlocalOp p (overlapDiff φ φt)
```

The next three definitions are $r_j$, $B$ and the projectors built from the residuals.

```lean
/-- The residual `(ht - e j) φt j` of a smooth partial wave. -/
def residual (ht : E →ₗ[ℂ] E) (φt : ι → E) (e : ι → ℂ) (j : ι) : E :=
  ht (φt j) - e j • φt j

/-- The matrix `B i j = ⟨φt i, (ht - e j) φt j⟩`. -/
def residualMatrix (ht : E →ₗ[ℂ] E) (φt : ι → E) (e : ι → ℂ) : Matrix ι ι ℂ :=
  Matrix.of fun i j => ⟪φt i, residual ht φt e j⟫_ℂ

/-- Projectors built from the residuals: `∑ j, (B⁻¹) j k (ht - e j) φt j`. -/
def residualProjector (ht : E →ₗ[ℂ] E) (φt : ι → E) (e : ι → ℂ) (k : ι) : E :=
  ∑ j, (residualMatrix ht φt e)⁻¹ j k • residual ht φt e j
```

The Hamiltonians are linear maps defined on all of `E`; for differential operators, `E` can be a common domain that each of them maps into itself. Neither Hermiticity nor real energies are assumed. One inner product serves throughout, with no augmentation spheres or matching of $\phi_j$ to $\tilde\phi_j$ outside them. All partial waves must have finite norm in it, so if it integrates over all space, the unbound partial waves that many datasets include are left out. The theorems concern only the given partial waves, not the rest of the spectrum, where ghost states could appear.

## From the nonlocal term to the span criterion

The first lemma collapses the double sum by biorthogonality.

```lean
variable {h ht : E →ₗ[ℂ] E} {φ φt p : ι → E} {e : ι → ℂ}

/-- For biorthogonal projectors, `p A p†` maps the smooth partial wave `φt j` to the combination of
projectors with coefficients from column `j` of `A`. -/
theorem nonlocalOp_apply (hb : Biorthogonal p φt) (A : Matrix ι ι ℂ) (j : ι) :
    nonlocalOp p A (φt j) = ∑ i, A i j • p i := by
  have hb' : ∀ i j, ⟪p i, φt j⟫_ℂ = if i = j then 1 else 0 := hb
  simp [nonlocalOp, LinearMap.sum_apply, dyad_apply, hb']
```

The second is the expansion criterion. Its reverse direction writes the vector as a combination of projectors and reads off the coefficients, after conjugating the biorthogonality relation.

```lean
/-- For biorthogonal projectors, a vector `v` equals its expansion `∑ i, ⟨φt i, v⟩ p i` exactly when
it lies in the span of the projectors. -/
theorem eq_expansion_iff_mem_span (hb : Biorthogonal p φt) (v : E) :
    v = ∑ i, ⟪φt i, v⟫_ℂ • p i ↔ v ∈ Submodule.span ℂ (Set.range p) := by
  constructor
  · intro hv
    have hm : ∑ i, ⟪φt i, v⟫_ℂ • p i ∈ Submodule.span ℂ (Set.range p) :=
      Submodule.sum_mem _ fun i _ =>
        Submodule.smul_mem _ _ (Submodule.subset_span ⟨i, rfl⟩)
    rwa [← hv] at hm
  · intro hv
    obtain ⟨c, rfl⟩ := (Submodule.mem_span_range_iff_exists_fun ℂ).1 hv
    have hb' : ∀ i k, ⟪φt i, p k⟫_ℂ = if i = k then 1 else 0 := by
      intro i k
      rw [← inner_conj_symm, hb k i]
      by_cases hik : i = k
      · simp [hik]
      · simp [hik, Ne.symm hik]
    refine Finset.sum_congr rfl fun i _ => ?_
    simp [hb']
```

In `paw_defect`, `hc` is the cancellation in $D_{ij}-e_jq_{ij}$ and `hs` sums it over the projectors. The hypothesis `heig` is the one-electron Schrödinger equation that the all-electron partial waves of the reference atom satisfy.

```lean
/-- If the projectors are biorthogonal to the smooth partial waves and `h φ j = e j φ j` for all
`j`, the PAW operator `H - e j S` maps `φt j` to its residual minus that residual's expansion in the
projectors. -/
theorem paw_defect (hb : Biorthogonal p φt) (heig : ∀ j, h (φ j) = e j • φ j) (j : ι) :
    (pawH h ht φ φt p - e j • pawS φ φt p) (φt j) =
      residual ht φt e j - ∑ i, ⟪φt i, residual ht φt e j⟫_ℂ • p i := by
  -- the all-electron terms cancel in `D - e q`
  have hc : ∀ i, strength h ht φ φt i j - e j * overlapDiff φ φt i j =
      -⟪φt i, residual ht φt e j⟫_ℂ := by
    intro i
    simp only [strength, overlapDiff, residual, Matrix.of_apply, heig,
      inner_sub_right, inner_smul_right]
    ring
  have hs : ∑ i, strength h ht φ φt i j • p i - e j • ∑ i, overlapDiff φ φt i j • p i =
      -∑ i, ⟪φt i, residual ht φt e j⟫_ℂ • p i := by
    rw [Finset.smul_sum, ← Finset.sum_sub_distrib, ← Finset.sum_neg_distrib]
    refine Finset.sum_congr rfl fun i _ => ?_
    rw [smul_smul, ← sub_smul, hc, neg_smul]
  simp only [pawH, pawS, LinearMap.sub_apply, LinearMap.smul_apply, LinearMap.add_apply,
    LinearMap.id_apply, nonlocalOp_apply hb]
  rw [sub_eq_add_neg (residual ht φt e j), ← hs]
  simp only [residual]
  module
```

The main theorem sets this difference to zero and applies the expansion criterion.

```lean
/-- For biorthogonal projectors, a smooth partial wave solves the PAW equation at the energy of its
all-electron partner if and only if its residual lies in the span of the projectors. -/
theorem paw_equation_iff (hb : Biorthogonal p φt) (heig : ∀ j, h (φ j) = e j • φ j) (j : ι) :
    (pawH h ht φ φt p - e j • pawS φ φt p) (φt j) = 0 ↔
      ht (φt j) - e j • φt j ∈ Submodule.span ℂ (Set.range p) := by
  rw [paw_defect hb heig j, sub_eq_zero]
  exact eq_expansion_iff_mem_span hb _
```

## Projectors fixed by the residuals

The lemma `recombine` turns two successive linear recombinations into a matrix product.

```lean
omit [DecidableEq ι] in
/-- Two successive linear recombinations of a family of vectors compose by the
matrix product. -/
theorem recombine (A C : Matrix ι ι ℂ) (v : ι → E) (j : ι) :
    ∑ k, C k j • ∑ l, A l k • v l = ∑ l, (A * C) l j • v l := by
  simp only [Finset.smul_sum, Matrix.mul_apply, Finset.sum_smul, smul_smul]
  rw [Finset.sum_comm]
  exact Finset.sum_congr rfl fun l _ => Finset.sum_congr rfl fun k _ => by
    rw [mul_comm (C k j)]
```

Invertibility of $B$, written as a unit determinant, means that no linear combination $\sum_jc_jr_j$ with coefficients not all zero is orthogonal to every smooth wave; it fails if some $r_j$ vanishes.

```lean
/-- If `B` is invertible, the projectors built from the residuals are biorthogonal to the
smooth partial waves. -/
theorem residualProjector_biorthogonal (hB : IsUnit (residualMatrix ht φt e).det) :
    Biorthogonal (residualProjector ht φt e) φt := by
  intro k j
  have h1 : ⟪φt j, residualProjector ht φt e k⟫_ℂ =
      (residualMatrix ht φt e * (residualMatrix ht φt e)⁻¹) j k := by
    simp only [residualProjector, inner_sum, inner_smul_right, Matrix.mul_apply]
    exact Finset.sum_congr rfl fun l _ => mul_comm _ _
  rw [Matrix.mul_nonsing_inv _ hB, Matrix.one_apply] at h1
  rw [← inner_conj_symm, h1]
  by_cases hkj : k = j
  · simp [hkj]
  · simp [hkj, Ne.symm hkj]
```

If $B$ is invertible and the all-electron equations `heig` hold, the projectors built from the residuals are the only biorthogonal ones that satisfy all channel equations. The two directions use $BB^{-1}=1$ and $B^{-1}B=1$ respectively.

```lean
/-- For invertible `B`, biorthogonal projectors make every smooth partial wave solve its PAW
equation if and only if they are the projectors built from the residuals. -/
theorem paw_equations_iff_residualProjector (hb : Biorthogonal p φt)
    (heig : ∀ j, h (φ j) = e j • φ j) (hB : IsUnit (residualMatrix ht φt e).det) :
    (∀ j, (pawH h ht φ φt p - e j • pawS φ φt p) (φt j) = 0) ↔
      p = residualProjector ht φt e := by
  constructor
  · intro hp
    have hr : ∀ j, residual ht φt e j = ∑ i, residualMatrix ht φt e i j • p i := fun j =>
      (eq_expansion_iff_mem_span hb _).2 ((paw_equation_iff hb heig j).1 (hp j))
    funext k
    -- invert the expansion of the residuals
    simp only [residualProjector, hr]
    rw [recombine, Matrix.mul_nonsing_inv _ hB]
    simp [Matrix.one_apply]
  · intro hp j
    have hr : residual ht φt e j = ∑ k, residualMatrix ht φt e k j • p k := by
      rw [hp]
      simp only [residualProjector]
      rw [recombine, Matrix.nonsing_inv_mul _ hB]
      simp [Matrix.one_apply]
    exact (paw_equation_iff hb heig j).2 ((eq_expansion_iff_mem_span hb _).1 hr)
```

## One channel in two dimensions

A small example satisfies all the hypotheses with a nonzero residual.

```lean
/-- The inner product of two vectors of `ℂ²` in components. -/
theorem inner_two (a b c d : ℂ) :
    ⟪(!₂[a, b] : EuclideanSpace ℂ (Fin 2)), !₂[c, d]⟫_ℂ = star a * c + star b * d := by
  simp [PiLp.inner_apply, Fin.sum_univ_two, mul_comm]
```

Here $\phi=(1,-1)$ has norm $\sqrt2$; the normalised state is $u=(1,-1)/\sqrt2$, and $h=2|u\rangle\langle u|$ has energy 2. The smooth wave $\tilde\phi=(1,0)$ is measured with $S$: since $q=2-1=1$, $\langle\tilde\phi,S\tilde\phi\rangle=1+q=2$, the same as $\langle\phi,\phi\rangle$. For $\tilde h=|a\rangle\langle a|$ with $a=(2,1)$, the residual is $(4,2)-(2,0)=(2,2)$, and $B=2$. The residual equals $2p$ for the projector $p=(1,1)$, so the PAW equation holds with this choice. The projector $(1,0)$ is also biorthogonal to $\tilde\phi$, but its span misses the residual, and $(\tilde H-2S)\tilde\phi=(2,2)-2\,(1,0)=(0,2)$ is not zero.

```lean
/-- One channel in `ℂ²` with `φ = (1,-1)`, `φt = (1,0)`, `p = (1,1)`, `h = |φ⟩⟨φ|`,
`ht = |a⟩⟨a|` for `a = (2,1)` and `e = 2`: biorthogonality and the all-electron equation hold,
the residual is `2 p`, and `B` is invertible. -/
theorem paw_witness :
    let φ : Fin 1 → EuclideanSpace ℂ (Fin 2) := fun _ => !₂[1, -1]
    let φt : Fin 1 → EuclideanSpace ℂ (Fin 2) := fun _ => !₂[1, 0]
    let p : Fin 1 → EuclideanSpace ℂ (Fin 2) := fun _ => !₂[1, 1]
    let a : EuclideanSpace ℂ (Fin 2) := !₂[2, 1]
    Biorthogonal p φt ∧ (∀ j, dyad (φ 0) (φ 0) (φ j) = (2 : ℂ) • φ j) ∧
      (∀ j, residual (dyad a a) φt (fun _ => 2) j = (2 : ℂ) • p j) ∧
      IsUnit (residualMatrix (dyad a a) φt (fun _ => 2)).det := by
  intro φ φt p a
  have hr : ∀ j, residual (dyad a a) φt (fun _ => 2) j = (2 : ℂ) • p j := by
    intro j
    simp only [residual, dyad_apply, φt, p, a, inner_two]
    ext i
    fin_cases i <;> simp
    norm_num
  refine ⟨?_, ?_, hr, ?_⟩
  · intro i j
    rw [if_pos (Subsingleton.elim i j)]
    simp only [p, φt, inner_two]
    simp
  · intro j
    have h2 : ⟪φ 0, φ j⟫_ℂ = 2 := by
      simp only [φ, inner_two, star_neg, star_one]
      norm_num
    rw [dyad_apply, h2]
  · rw [Matrix.det_fin_one, isUnit_iff_ne_zero]
    simp only [residualMatrix, Matrix.of_apply, hr, inner_smul_right, φt, p, inner_two]
    simp

end

end PAWProjectorEquation
```

```lean
#print axioms PAWProjectorEquation.paw_equation_iff
#print axioms PAWProjectorEquation.residualProjector_biorthogonal
#print axioms PAWProjectorEquation.paw_equations_iff_residualProjector
```

```
'PAWProjectorEquation.paw_equation_iff' depends on axioms: [propext, Classical.choice, Quot.sound]
'PAWProjectorEquation.residualProjector_biorthogonal' depends on axioms: [propext, Classical.choice, Quot.sound]
'PAWProjectorEquation.paw_equations_iff_residualProjector' depends on axioms: [propext, Classical.choice, Quot.sound]
```
